# The reciprocal lattice of an fcc crystal has ten nonzero shells below $|\mathbf G|^2 = 32\,(2\pi/L)^2$, with $L$ the cubic lattice constant

## Collecting plane waves under a cutoff

Setting up a plane-wave basis at the zone centre $\Gamma$ of an fcc crystal means collecting every reciprocal lattice vector $\mathbf G$ whose kinetic energy $\hbar^2|\mathbf G|^2/2m$ does not exceed a chosen cutoff. The vectors come in shells of equal length, so the basis grows in jumps as the cutoff is raised. The positions and sizes of the jumps follow from integer arithmetic.

Write $\mathbf G = (2\pi/L)(h,k,l)$ with Cartesian indices $h,k,l$, and let
$$N = h^2+k^2+l^2$$
be the squared length in units of $(2\pi/L)^2$. The same numbers give the lowest levels at $\Gamma$ for non-interacting electrons in an empty fcc lattice: the energies are proportional to $N$, and the shell sizes are the degeneracies without spin.

## Which index triples occur

The primitive vectors are $(-1,1,1)$, $(1,-1,1)$ and $(1,1,-1)$. With integer coefficients $a,b,c$ they combine to
$$h=-a+b+c,\qquad k=a-b+c,\qquad l=a+b-c.$$
Adding these in pairs gives
$$k+l=2a,\qquad h+l=2b,\qquad h+k=2c.$$
All pair sums are therefore even, so the three indices are all even or all odd. Conversely, if they share one parity, the half-sums are integers and supply the coefficients.

## The shells below 32

If $N\le 31$, no index can reach 6 in absolute value, since $6^2=36$. Odd indices then have squares 1, 9 or 25, and three of these add up to 3, 11, 19 or 27 before passing 31. Even indices have squares 0, 4 or 16, with sums 0, 4, 8, 12, 16, 20 and 24 before 32. The values 7, 15 and 28 are in neither list.

The size of a shell is the number of orderings of the absolute values times the number of sign choices for the nonzero ones.

| $N$ | absolute indices | orderings × signs | vectors |
|---|---|---|---|
| 3 | 1, 1, 1 | 1 × 8 | 8 |
| 4 | 2, 0, 0 | 3 × 2 | 6 |
| 8 | 2, 2, 0 | 3 × 4 | 12 |
| 11 | 3, 1, 1 | 3 × 8 | 24 |
| 12 | 2, 2, 2 | 1 × 8 | 8 |
| 16 | 4, 0, 0 | 3 × 2 | 6 |
| 19 | 3, 3, 1 | 3 × 8 | 24 |
| 20 | 4, 2, 0 | 6 × 4 | 24 |
| 24 | 4, 2, 2 | 3 × 8 | 24 |
| 27 | 5, 1, 1 and 3, 3, 3 | 3 × 8 + 1 × 8 | 32 |

Up to $N=24$ each shell has a single set of absolute indices, so its members are related by permutations and sign changes, which are the operations of the cubic point group. At 27 two such families have the same length, although no cubic operation connects them.

## Even shells as doubled cubic shells

If all indices are even, write $(h,k,l)=2(a,b,c)$, where $a,b,c$ are now the halved indices. Then $N=4(a^2+b^2+c^2)$. If all are odd, write $h=2a+1$, $k=2b+1$, $l=2c+1$, which gives
$$N=4(a^2+a+b^2+b+c^2+c)+3.$$
This is never a multiple of 4. The shell $N=4M$ therefore consists exactly of the doubled integer triples of squared length $M$, for every natural number $M$. Shell 28 is empty because 7 is not a sum of three squares.

Since $a^2+a$ is always even, the odd case also gives $N\equiv 3 \pmod 8$, which excludes 7 and 15 at once; the Lean file establishes those two absences by enumeration instead.

## A basis of 113 plane waves

Take $L=10$ bohr and a cutoff of 4 hartree. One unit of $N$ costs $\tfrac12(2\pi/10)^2\approx0.1974$ hartree, so the condition is $N\le 20.26$, which admits the shells up to 20. Including $\mathbf G=0$, the basis has
$$1+8+6+12+24+8+6+24+24=113$$
members. Shell 24 enters only at about 4.74 hartree. If the cutoff stays at 4 hartree and the crystal is expanded instead, the same shell enters near $L=10.88$ bohr, and the basis jumps to 137.

## The statements in Lean

A vector is an integer triple `G : ℤ × ℤ × ℤ`, and `normSq G` is $N$. The unit $2\pi/L$ is not part of the formal objects. The set `fccRecip` consists of the integer combinations of the three primitive vectors, and `shell N` collects its members of squared length `N`.

The theorem `mem_fccRecip_iff` is the parity criterion, expressed through remainders modulo 2. Under the hypothesis `N < 32`, `shell_nonempty_iff` lists the occupied shells, including the origin at 0. `shell_multiplicities` gives the ten sizes in the table, and `basis_size_cutoff_twenty` counts the vectors with squared length at most 20, the boundary included. Sizes are measured by `ncard`, which returns 0 for an infinite set, so the positive values also show that these sets are finite.

`shell_four_mul` is the doubling statement for all `M`. The multiset `absIndices G` records the absolute indices without their order. `same_indices_of_same_length` says that, for reciprocal lattice vectors of squared length below 27, it is fixed by that squared length, and `accidental_degeneracy_twentyseven` exhibits the failure at 27.

The reciprocal lattice enters through its primitive vectors and is not derived from the direct lattice. The basis count is for $\Gamma$; at another wave vector $\mathbf k$ the cutoff applies to $|\mathbf k+\mathbf G|^2$, the shells generally split, and the count can differ.

```lean
import Mathlib

namespace FccReciprocalShells

/-- Squared length of a reciprocal vector with Cartesian indices `(h, k, l)`, in units of `(2π/L)²`,
with `L` the cubic lattice constant. -/
def normSq (G : ℤ × ℤ × ℤ) : ℤ := G.1 * G.1 + G.2.1 * G.2.1 + G.2.2 * G.2.2

/-- The reciprocal lattice of an fcc crystal with cubic lattice constant `L`, in units of `2π/L`:
all integer combinations of the three primitive vectors `(-1,1,1)`, `(1,-1,1)`, `(1,1,-1)`. -/
def fccRecip : Set (ℤ × ℤ × ℤ) :=
  {G | ∃ a b c : ℤ, G = a • ((-1, 1, 1) : ℤ × ℤ × ℤ) + b • ((1, -1, 1) : ℤ × ℤ × ℤ)
    + c • ((1, 1, -1) : ℤ × ℤ × ℤ)}

/-- The shell of reciprocal lattice vectors with squared length `N`. -/
def shell (N : ℕ) : Set (ℤ × ℤ × ℤ) := {G | G ∈ fccRecip ∧ normSq G = N}

/-- The absolute values of the three indices, without regard to order. -/
def absIndices (G : ℤ × ℤ × ℤ) : Multiset ℕ :=
  {G.1.natAbs, G.2.1.natAbs, G.2.2.natAbs}

/-- The triples of equal parity whose indices lie between -5 and 5. -/
noncomputable def box : Finset (ℤ × ℤ × ℤ) :=
  (Finset.Icc (-5) 5 ×ˢ Finset.Icc (-5) 5 ×ˢ Finset.Icc (-5) 5).filter
    (fun G => G.1 % 2 = G.2.1 % 2 ∧ G.2.1 % 2 = G.2.2 % 2)

/-- An integer triple is an fcc reciprocal lattice vector exactly when its indices are
all even or all odd. -/
theorem mem_fccRecip_iff (G : ℤ × ℤ × ℤ) :
    G ∈ fccRecip ↔ G.1 % 2 = G.2.1 % 2 ∧ G.2.1 % 2 = G.2.2 % 2 := by
  obtain ⟨h, k, l⟩ := G
  simp only [fccRecip, Set.mem_ofPred_eq, Prod.smul_mk, Prod.mk_add_mk, Prod.mk.injEq,
    smul_eq_mul]
  constructor
  · rintro ⟨a, b, c, h1, h2, h3⟩
    omega
  · rintro ⟨h1, h2⟩
    -- the coefficients are half-sums of pairs of indices
    exact ⟨(k + l) / 2, (h + l) / 2, (h + k) / 2, by omega, by omega, by omega⟩

/-- For squared length at most 31, the reciprocal lattice vectors are those in the box. -/
theorem mem_box_iff {G : ℤ × ℤ × ℤ} (hG : normSq G ≤ 31) : G ∈ box ↔ G ∈ fccRecip := by
  rw [mem_fccRecip_iff]
  obtain ⟨h, k, l⟩ := G
  simp only [normSq] at hG
  simp only [box, Finset.mem_filter, Finset.mem_product, Finset.mem_Icc]
  constructor
  · exact fun H => H.2
  · intro H
    have hh := mul_self_nonneg h
    have hk := mul_self_nonneg k
    have hl := mul_self_nonneg l
    -- an index of absolute value 6 or more would give squared length at least 36
    refine ⟨⟨⟨?_, ?_⟩, ⟨?_, ?_⟩, ⟨?_, ?_⟩⟩, H⟩ <;> nlinarith

/-- A shell with squared length below 32 is obtained by searching the box. -/
theorem shell_eq_box {N : ℕ} (hN : N < 32) :
    shell N = ((box.filter (fun G => normSq G = N) : Finset (ℤ × ℤ × ℤ)) :
      Set (ℤ × ℤ × ℤ)) := by
  ext G
  rw [Finset.mem_coe, Finset.mem_filter]
  constructor
  · rintro ⟨h1, h2⟩
    exact ⟨(mem_box_iff (by omega)).2 h1, h2⟩
  · rintro ⟨h1, h2⟩
    exact ⟨(mem_box_iff (by omega)).1 h1, h2⟩

/-- Below squared length 32, the occupied shells of the fcc reciprocal lattice are exactly
0, 3, 4, 8, 11, 12, 16, 19, 20, 24 and 27. -/
theorem shell_nonempty_iff {N : ℕ} (hN : N < 32) :
    (shell N).Nonempty ↔ N ∈ [0, 3, 4, 8, 11, 12, 16, 19, 20, 24, 27] := by
  have key : ∀ N ∈ Finset.range 32, (0 < (box.filter (fun G => normSq G = (N : ℤ))).card ↔
      N ∈ [0, 3, 4, 8, 11, 12, 16, 19, 20, 24, 27]) := by
    decide +kernel
  rw [shell_eq_box hN, Finset.coe_nonempty, ← Finset.card_pos]
  exact key N (Finset.mem_range.2 hN)

/-- The numbers of reciprocal lattice vectors in the shells of squared length 3, 4, 8, 11, 12, 16,
19, 20, 24 and 27. -/
theorem shell_multiplicities :
    (shell 3).ncard = 8 ∧ (shell 4).ncard = 6 ∧ (shell 8).ncard = 12 ∧
    (shell 11).ncard = 24 ∧ (shell 12).ncard = 8 ∧ (shell 16).ncard = 6 ∧
    (shell 19).ncard = 24 ∧ (shell 20).ncard = 24 ∧ (shell 24).ncard = 24 ∧
    (shell 27).ncard = 32 := by
  have count : ∀ N : ℕ, N < 32 →
      (shell N).ncard = (box.filter (fun G => normSq G = (N : ℤ))).card := by
    intro N hN
    rw [shell_eq_box hN]
    exact Set.ncard_coe_finset _
  refine ⟨?_, ?_, ?_, ?_, ?_, ?_, ?_, ?_, ?_, ?_⟩ <;>
    (rw [count _ (by norm_num)]; decide +kernel)

/-- There are 113 fcc reciprocal lattice vectors with squared length at most 20, the zero vector
included. -/
theorem basis_size_cutoff_twenty :
    {G | G ∈ fccRecip ∧ normSq G ≤ 20}.ncard = 113 := by
  have h : {G | G ∈ fccRecip ∧ normSq G ≤ 20} =
      ((box.filter (fun G => normSq G ≤ 20) : Finset (ℤ × ℤ × ℤ)) :
        Set (ℤ × ℤ × ℤ)) := by
    ext G
    rw [Finset.mem_coe, Finset.mem_filter]
    constructor
    · rintro ⟨h1, h2⟩
      exact ⟨(mem_box_iff (by omega)).2 h1, h2⟩
    · rintro ⟨h1, h2⟩
      exact ⟨(mem_box_iff (by omega)).1 h1, h2⟩
  have hc : (box.filter (fun G => normSq G ≤ 20)).card = 113 := by decide +kernel
  rw [h, ← hc]
  exact Set.ncard_coe_finset _

/-- The shell of squared length `4M` is the simple cubic shell of squared length `M`
with every vector doubled. -/
theorem shell_four_mul (M : ℕ) :
    shell (4 * M) = (fun G : ℤ × ℤ × ℤ => (2 : ℤ) • G) '' {G | normSq G = M} := by
  ext ⟨h, k, l⟩
  simp only [shell, Set.mem_ofPred_eq, Set.mem_image, mem_fccRecip_iff, normSq, Prod.exists,
    Prod.smul_mk, Prod.mk.injEq, smul_eq_mul]
  push_cast
  constructor
  · rintro ⟨⟨h1, h2⟩, h3⟩
    rcases Int.even_or_odd' h with ⟨a, rfl | rfl⟩
    · obtain ⟨b, rfl⟩ : ∃ b, k = 2 * b := ⟨k / 2, by omega⟩
      obtain ⟨c, rfl⟩ : ∃ c, l = 2 * c := ⟨l / 2, by omega⟩
      exact ⟨a, b, c, by linarith, rfl, rfl, rfl⟩
    · -- three odd indices cannot give a multiple of four
      obtain ⟨b, rfl⟩ : ∃ b, k = 2 * b + 1 := ⟨k / 2, by omega⟩
      obtain ⟨c, rfl⟩ : ∃ c, l = 2 * c + 1 := ⟨l / 2, by omega⟩
      exfalso
      have h4 : 4 * (a * a + a + b * b + b + c * c + c - (M : ℤ)) = -3 := by
        linear_combination h3
      omega
  · rintro ⟨a, b, c, h1, rfl, rfl, rfl⟩
    exact ⟨⟨by omega, by omega⟩, by linear_combination 4 * h1⟩

/-- Below squared length 27, two reciprocal lattice vectors of equal length have the same
indices up to order and signs. -/
theorem same_indices_of_same_length {G G' : ℤ × ℤ × ℤ} (hG : G ∈ fccRecip)
    (hG' : G' ∈ fccRecip) (hlen : normSq G = normSq G') (hlt : normSq G < 27) :
    absIndices G = absIndices G' := by
  -- below 27 the squared length determines the absolute indices through a short table
  obtain ⟨f, hf⟩ : ∃ f : ℤ → Multiset ℕ,
      ∀ G ∈ box, normSq G < 27 → absIndices G = f (normSq G) :=
    ⟨fun n => if n = 0 then {0, 0, 0} else if n = 3 then {1, 1, 1}
      else if n = 4 then {2, 0, 0} else if n = 8 then {2, 2, 0}
      else if n = 11 then {3, 1, 1} else if n = 12 then {2, 2, 2}
      else if n = 16 then {4, 0, 0} else if n = 19 then {3, 3, 1}
      else if n = 20 then {4, 2, 0} else {4, 2, 2}, by decide +kernel⟩
  rw [hf G ((mem_box_iff (by omega)).2 hG) hlt,
    hf G' ((mem_box_iff (by omega)).2 hG') (by omega), hlen]

/-- The vectors `(5,1,1)` and `(3,3,3)` both lie in the shell of squared length 27, but their
indices differ by more than order and signs. -/
theorem accidental_degeneracy_twentyseven :
    ((5, 1, 1) : ℤ × ℤ × ℤ) ∈ shell 27 ∧ ((3, 3, 3) : ℤ × ℤ × ℤ) ∈ shell 27 ∧
      absIndices (5, 1, 1) ≠ absIndices (3, 3, 3) := by
  refine ⟨⟨(mem_fccRecip_iff _).2 ?_, ?_⟩, ⟨(mem_fccRecip_iff _).2 ?_, ?_⟩, ?_⟩ <;>
    decide +kernel

end FccReciprocalShells
```

```lean
#print axioms FccReciprocalShells.shell_nonempty_iff
-- 'FccReciprocalShells.shell_nonempty_iff' depends on axioms: [propext, Classical.choice, Quot.sound]
#print axioms FccReciprocalShells.shell_four_mul
-- 'FccReciprocalShells.shell_four_mul' depends on axioms: [propext, Classical.choice, Quot.sound]
#print axioms FccReciprocalShells.same_indices_of_same_length
-- 'FccReciprocalShells.same_indices_of_same_length' depends on axioms: [propext, Classical.choice, Quot.sound]
#print axioms FccReciprocalShells.accidental_degeneracy_twentyseven
-- 'FccReciprocalShells.accidental_degeneracy_twentyseven' depends on axioms: [propext, Classical.choice, Quot.sound]
```

## From an infinite lattice to a finite search

In `mem_fccRecip_iff`, both directions reduce to linear integer arithmetic, which `omega` settles. For the converse the proof supplies the half-sums `(k + l) / 2`, `(h + l) / 2` and `(h + k) / 2`, the coefficients found above.

The finite set `box` contains the triples of equal parity with indices from $-5$ to 5. The lemma `mem_box_iff` shows that, for squared length at most 31, belonging to the box and belonging to the lattice are equivalent. Its six index bounds are proved by `nlinarith`: an index beyond 5 in absolute value would contribute at least 36, while the other two squares are nonnegative. `shell_eq_box` then rewrites each shell below 32 as a filtered part of the box.

After that, the enumeration is a computation. `decide +kernel` has Lean's kernel evaluate the finite counts: for all 32 values of `N` in `shell_nonempty_iff`, for the ten sizes in `shell_multiplicities`, and for the single total of 113. This replaces the counting of orderings and signs by a direct search.

## Parity and the index table

The proof of `shell_four_mul` follows the even–odd split. In the even case it halves the indices. In the odd case it rearranges the length equation to say that 4 times an integer equals $-3$, which `omega` refutes. The reverse inclusion multiplies the cubic length equation by 4.

For `same_indices_of_same_length`, the proof writes down a function `f` from squared lengths to absolute indices, in effect the second column of the table with the origin added and row 27 left out. The kernel checks that `f` is correct for every vector in the box with squared length below 27. Two vectors of equal length are then assigned the same entry, so their absolute indices agree. The last theorem checks the parity and length of $(5,1,1)$ and $(3,3,3)$ and compares their absolute indices directly.
